# With positive definite damping and stiffness, every normal mode of a finite harmonic system decays

**Q:** Before I object to anything, which equation, matrices and sign conventions are meant?

**A:** The equation of motion for the displacements $u(t)$ is

$$M\ddot u + C\dot u + \Phi u = 0,\qquad C = G + B.$$

Here $M$ holds the masses, $\Phi$ the force constants, $G$ the viscous friction, and $B$ the gyroscopic coupling, such as the Lorentz force on ions in a magnetic field. All are real matrices over a finite index type `n`, which labels the displacement coordinates; $M$, $G$ and $\Phi$ are symmetric, and $B$ is antisymmetric.

```lean
import Mathlib

open Matrix Filter Topology

namespace DampedLatticeModes

noncomputable section

variable {n : Type*} [Fintype n]
```

Modes are complex, so the real matrices are first read as complex ones.

```lean
/-- A real matrix regarded as a complex matrix, entry by entry. -/
def complexify (A : Matrix n n ℝ) : Matrix n n ℂ := A.map (fun x : ℝ => (x : ℂ))
```

For a pattern $v$, with $v^\dagger$ its conjugate transpose, `form A v` is $v^\dagger A v$. The pattern is not normalised; for $v\neq 0$, the value for a normalised pattern is $v^\dagger A v/v^\dagger v$, whose real part has the same sign.

```lean
/-- The quadratic form `v† A v` of a real matrix `A` on a complex displacement `v`. -/
def form (A : Matrix n n ℝ) (v : n → ℂ) : ℂ := star v ⬝ᵥ (complexify A *ᵥ v)
```

The matrix in the mode equation is `pencil M C Φ s`, that is, $s^2M+sC+\Phi$.

```lean
/-- The matrix `s² M + s C + Φ` for mass matrix `M`, velocity coupling `C` and
force constants `Φ`. -/
def pencil (M C Φ : Matrix n n ℝ) (s : ℂ) : Matrix n n ℂ :=
  s ^ 2 • complexify M + s • complexify C + complexify Φ
```

A mode is $e^{st}v$, so $\operatorname{Re}s$ is the growth rate. In the phonon convention $e^{-i\omega t}$ one has $s=-i\omega$ and $\operatorname{Re}s=\operatorname{Im}\omega$.

```lean
/-- The trajectory `exp(s t) v` with complex exponent `s` and displacement pattern `v`. -/
def mode (s : ℂ) (v : n → ℂ) (t : ℝ) : n → ℂ := Complex.exp (s * (t : ℂ)) • v
```

**Q:** I see no time derivative there. Where is the dynamics?

**A:** It enters through a substitution done by hand. Inserting $u=e^{st}v$ gives $e^{st}(s^2M+sC+\Phi)v=0$, and the exponential never vanishes. The file starts from the resulting algebraic equation, which has a solution $v\neq0$ exactly when the determinant is zero.

**Q:** Then derive the sign of $\operatorname{Re}s$ without Lean.

**A:** Write $v=x+iy$ with $x,y$ real. For any real $A$,

$$v^\dagger A v = x^TAx+y^TAy+i\,(x^TAy-y^TAx).$$

If $A$ is symmetric, the imaginary part vanishes. If $B^T=-B$, then $x^TBx=(x^TBx)^T=-x^TBx$, so $x^TBx=0$, likewise for $y$, and $\operatorname{Re}v^\dagger Bv=0$.

Now contract the mode equation with $v^\dagger$. With $m=v^\dagger Mv$, $k=v^\dagger\Phi v$ and $c=v^\dagger Cv$,

$$s^2m+sc+k=0.$$

Multiplying by $\bar s$ gives $|s|^2s\,m+|s|^2c+\bar s\,k=0$. Since $m$ and $k$ are real, the real part is

$$\operatorname{Re}s\,\big(|s|^2m+k\big)=-|s|^2\operatorname{Re}c.$$

Let $M$ be positive semidefinite, and $G$ and $\Phi$ positive definite. Then for $v\neq0$ we have $m\ge0$, $k>0$ and $\operatorname{Re}c=v^\dagger Gv>0$. If $s$ were zero, the mode equation would read $\Phi v=0$, contradicting $k>0$. So $|s|^2>0$, the right side is negative, the bracket is positive, and $\operatorname{Re}s<0$.

**Q:** Does the Lean proof take the same route?

**A:** Yes. `form_re` expands the product componentwise and keeps the real part.

```lean
/-- The real part of `v† A v` is the sum of the real quadratic forms of the real and
imaginary parts of `v`. -/
theorem form_re (A : Matrix n n ℝ) (v : n → ℂ) :
    (form A v).re = (fun i => (v i).re) ⬝ᵥ (A *ᵥ fun i => (v i).re)
      + (fun i => (v i).im) ⬝ᵥ (A *ᵥ fun i => (v i).im) := by
  simp only [form, complexify, dotProduct, Matrix.mulVec, Complex.re_sum]
  rw [← Finset.sum_add_distrib]
  refine Finset.sum_congr rfl fun i _ => ?_
  simp [Complex.mul_re, Complex.re_sum, Complex.im_sum]
```

`form_im` does the same for the imaginary part, then uses the symmetry of $A$ to cancel the two cross terms.

```lean
/-- For a real symmetric matrix the form `v† A v` is real. -/
theorem form_im (A : Matrix n n ℝ) (hA : Aᵀ = A) (v : n → ℂ) : (form A v).im = 0 := by
  have h : (form A v).im = (fun i => (v i).re) ⬝ᵥ (A *ᵥ fun i => (v i).im)
      - (fun i => (v i).im) ⬝ᵥ (A *ᵥ fun i => (v i).re) := by
    simp only [form, complexify, dotProduct, Matrix.mulVec, Complex.im_sum]
    rw [← Finset.sum_sub_distrib]
    refine Finset.sum_congr rfl fun i _ => ?_
    simp [Complex.mul_im, Complex.re_sum, Complex.im_sum, sub_eq_add_neg]
  rw [h, Matrix.dotProduct_mulVec, ← Matrix.mulVec_transpose, hA, dotProduct_comm, sub_self]
```

`form_re_gyroscopic` shows that $x^TBx$ equals its own negative.

```lean
/-- For a real antisymmetric matrix `B` and any complex displacement `v`, the form `v† B v` has zero
real part. -/
theorem form_re_gyroscopic (B : Matrix n n ℝ) (hB : Bᵀ = -B) (v : n → ℂ) :
    (form B v).re = 0 := by
  have h (x : n → ℝ) : x ⬝ᵥ (B *ᵥ x) = 0 := by
    have h1 : x ⬝ᵥ (B *ᵥ x) = -(x ⬝ᵥ (B *ᵥ x)) := by
      conv_lhs => rw [Matrix.dotProduct_mulVec, ← Matrix.mulVec_transpose, hB,
        Matrix.neg_mulVec, neg_dotProduct, dotProduct_comm]
    linarith
  rw [form_re, h, h, add_zero]
```

`form_re_sign` supplies the inequalities. In the strict case it asks whether $x=0$; if so, $y$ must be nonzero, and one of the two terms is positive either way.

```lean
/-- A real positive semidefinite matrix has a form with nonnegative real part, and for a
positive definite matrix and a nonzero displacement the real part is positive. -/
theorem form_re_sign (A : Matrix n n ℝ) (v : n → ℂ) :
    (A.PosSemidef → 0 ≤ (form A v).re) ∧ (A.PosDef → v ≠ 0 → 0 < (form A v).re) := by
  have nonneg (hA : A.PosSemidef) (x : n → ℝ) : 0 ≤ x ⬝ᵥ (A *ᵥ x) := by
    simpa only [star_trivial] using hA.dotProduct_mulVec_nonneg x
  have pos (hA : A.PosDef) (x : n → ℝ) (hx : x ≠ 0) : 0 < x ⬝ᵥ (A *ᵥ x) := by
    simpa only [star_trivial] using hA.dotProduct_mulVec_pos hx
  rw [form_re]
  refine ⟨fun hA => add_nonneg (nonneg hA _) (nonneg hA _), fun hA hv => ?_⟩
  by_cases hx : (fun i => (v i).re) = 0
  · -- the real part vanishes, so the imaginary part cannot
    have hy : (fun i => (v i).im) ≠ 0 := fun hy =>
      hv (funext fun i => Complex.ext (congrFun hx i) (congrFun hy i))
    exact add_pos_of_nonneg_of_pos (nonneg hA.posSemidef _) (pos hA _ hy)
  · exact add_pos_of_pos_of_nonneg (pos hA _ hx) (nonneg hA.posSemidef _)
```

`mode_balance` is the displayed balance. Its last line adds $\operatorname{Re}s$ times the real part of the contracted equation to $\operatorname{Im}s$ times the imaginary part, which is the real part after multiplication by $\bar s$.

```lean
/-- If `M` and `Φ` are symmetric and `(s² M + s C + Φ) v = 0`, then
`Re s (|s|² v†Mv + v†Φv) = -|s|² Re(v†Cv)`. -/
theorem mode_balance (M C Φ : Matrix n n ℝ) (hM : Mᵀ = M) (hΦ : Φᵀ = Φ)
    (s : ℂ) (v : n → ℂ) (h : pencil M C Φ s *ᵥ v = 0) :
    s.re * (Complex.normSq s * (form M v).re + (form Φ v).re)
      = -(Complex.normSq s * (form C v).re) := by
  have e : s ^ 2 * form M v + s * form C v + form Φ v = 0 := by
    have h1 : star v ⬝ᵥ (pencil M C Φ s *ᵥ v) = 0 := by rw [h, dotProduct_zero]
    have hf (A : Matrix n n ℝ) : star v ⬝ᵥ (complexify A *ᵥ v) = form A v := rfl
    simp only [pencil, Matrix.add_mulVec, Matrix.smul_mulVec, dotProduct_add,
      dotProduct_smul, smul_eq_mul, hf] at h1
    linear_combination h1
  have hr := congrArg Complex.re e
  have hi := congrArg Complex.im e
  simp only [pow_two, Complex.add_re, Complex.mul_re, Complex.add_im, Complex.mul_im,
    Complex.zero_re, Complex.zero_im, form_im M hM v, form_im Φ hΦ v] at hr hi
  rw [Complex.normSq_apply]
  -- the real part of the equation multiplied by the conjugate of `s`
  linear_combination s.re * hr + s.im * hi
```

**Q:** What exactly does the main theorem assume?

**A:** `root_re_neg` takes `M.PosSemidef`, `G.PosDef`, `Φ.PosDef` and `Bᵀ = -B`. For real matrices the first three include symmetry. Physically, kinetic energy is never negative, every motion is rubbed by friction, and every displacement costs elastic energy. Positive definite $M$ with $B=0$ is the ordinary damped lattice; massless coordinates are also allowed.

The proof obtains a nonzero $v$ from the vanishing determinant, removes $B$ from the real part, excludes $s=0$, and contradicts the balance if $\operatorname{Re}s\ge0$.

```lean
/-- With positive semidefinite masses `M`, positive definite damping `G` and force constants
`Φ`, and antisymmetric gyroscopic coupling `B`, every root `s` of
`det(s² M + s (G + B) + Φ) = 0` has negative real part. -/
theorem root_re_neg [DecidableEq n] (M G B Φ : Matrix n n ℝ) (hM : M.PosSemidef)
    (hG : G.PosDef) (hB : Bᵀ = -B) (hΦ : Φ.PosDef) (s : ℂ)
    (hs : (pencil M (G + B) Φ s).det = 0) : s.re < 0 := by
  obtain ⟨v, hv, h⟩ := Matrix.exists_mulVec_eq_zero_iff.mpr hs
  have hm := (form_re_sign M v).1 hM
  have hg := (form_re_sign G v).2 hG hv
  have hk := (form_re_sign Φ v).2 hΦ hv
  have hC : (form (G + B) v).re = (form G v).re := by
    have hb := form_re_gyroscopic B hB v
    rw [form_re] at hb
    simp only [form_re, Matrix.add_mulVec, dotProduct_add]
    linarith
  -- a static mode would cost no elastic energy
  have hs0 : s ≠ 0 := by
    rintro rfl
    have h0 : complexify Φ *ᵥ v = 0 := by simpa [pencil] using h
    have h1 : form Φ v = 0 := by rw [form, h0, dotProduct_zero]
    rw [h1, Complex.zero_re] at hk
    exact lt_irrefl _ hk
  have hN : 0 < Complex.normSq s := Complex.normSq_pos.mpr hs0
  have bal := mode_balance M (G + B) Φ
    ((Matrix.conjTranspose_eq_transpose_of_trivial M).symm.trans hM.isHermitian)
    ((Matrix.conjTranspose_eq_transpose_of_trivial Φ).symm.trans hΦ.isHermitian) s v h
  rw [hC] at bal
  by_contra hneg
  have h1 := mul_nonneg (not_lt.mp hneg) (add_nonneg (mul_nonneg hN.le hm) hk.le)
  have h2 := mul_pos hN hg
  linarith
```

**Q:** Perhaps the gyroscopic term does some of the damping.

**A:** On its own it damps nothing, although it can change the decay rates that friction produces. With $G$ absent, the right side of the balance is zero while the bracket stays positive, so $\operatorname{Re}s=0$.

```lean
/-- Without damping, for positive semidefinite `M`, positive definite `Φ` and antisymmetric
`B`, every root of `det(s² M + s B + Φ) = 0` is purely imaginary. -/
theorem undamped_root_re_zero [DecidableEq n] (M B Φ : Matrix n n ℝ) (hM : M.PosSemidef)
    (hB : Bᵀ = -B) (hΦ : Φ.PosDef) (s : ℂ) (hs : (pencil M B Φ s).det = 0) :
    s.re = 0 := by
  obtain ⟨v, hv, h⟩ := Matrix.exists_mulVec_eq_zero_iff.mpr hs
  have bal := mode_balance M B Φ
    ((Matrix.conjTranspose_eq_transpose_of_trivial M).symm.trans hM.isHermitian)
    ((Matrix.conjTranspose_eq_transpose_of_trivial Φ).symm.trans hΦ.isHermitian) s v h
  rw [form_re_gyroscopic B hB v, mul_zero, neg_zero] at bal
  exact (mul_eq_zero.mp bal).resolve_right (add_pos_of_nonneg_of_pos
    (mul_nonneg (Complex.normSq_nonneg s) ((form_re_sign M v).1 hM))
    ((form_re_sign Φ v).2 hΦ hv)).ne'
```

**Q:** And a negative real part really becomes decay in time?

**A:** Yes, because $\|e^{st}v\|=e^{t\operatorname{Re}s}\|v\|$. `damped_mode_decays` proves this identity and lets the exponent go to $-\infty$; the pattern $v=0$ is treated separately.

```lean
/-- With positive semidefinite `M`, positive definite `G` and `Φ`, and antisymmetric `B`,
every mode `exp(s t) v` with `(s² M + s (G + B) + Φ) v = 0` tends to zero at late times. -/
theorem damped_mode_decays (M G B Φ : Matrix n n ℝ) (hM : M.PosSemidef)
    (hG : G.PosDef) (hB : Bᵀ = -B) (hΦ : Φ.PosDef) (s : ℂ) (v : n → ℂ)
    (h : pencil M (G + B) Φ s *ᵥ v = 0) : Tendsto (mode s v) atTop (𝓝 0) := by
  classical
  by_cases hv : v = 0
  · have h0 : mode s v = fun _ => 0 := funext fun t => by rw [mode, hv, smul_zero]
    rw [h0]
    exact tendsto_const_nhds
  have hs : s.re < 0 := root_re_neg M G B Φ hM hG hB hΦ s
    (Matrix.exists_mulVec_eq_zero_iff.mp ⟨v, hv, h⟩)
  -- the amplitude is `exp(t Re s)` times a constant
  have hn (t : ℝ) : ‖mode s v t‖ = Real.exp (s.re * t) * ‖v‖ := by
    rw [mode, norm_smul, Complex.norm_exp]
    simp [Complex.mul_re]
  rw [tendsto_zero_iff_norm_tendsto_zero]
  simp only [hn]
  have h1 : Tendsto (fun t : ℝ => s.re * t) atTop atBot :=
    tendsto_id.const_mul_atTop_of_neg hs
  simpa only [zero_mul, Function.comp_def] using
    (Real.tendsto_exp_atBot.comp h1).mul_const ‖v‖

end

end DampedLatticeModes
```

```lean
#print axioms DampedLatticeModes.undamped_root_re_zero
#print axioms DampedLatticeModes.damped_mode_decays
```

```
'DampedLatticeModes.undamped_root_re_zero' depends on axioms: [propext, Classical.choice, Quot.sound]
'DampedLatticeModes.damped_mode_decays' depends on axioms: [propext, Classical.choice, Quot.sound]
```

**Q:** Try one coordinate.

**A:** Then $B=0$ and $ms^2+gs+k=0$, with $g,k>0$. For $m>0$,

$$s=\frac{-g\pm\sqrt{g^2-4mk}}{2m}.$$

Below critical damping $\operatorname{Re}s=-g/2m$; otherwise the square root is real and smaller than $g$, so both roots are negative. In the massless case $m=0$ the only root is $s=-k/g$.

**Q:** Friction in a lattice may act only on relative velocities. Is semidefinite $G$ enough?

**A:** No. Take two coordinates with $M=\Phi=I$, $B=0$ and

$$G=\begin{pmatrix}1&-1\\-1&1\end{pmatrix}.$$

The in-phase pattern $v=(1,1)$ has $Gv=0$, so $s=\pm i$ are roots and the motion persists. The stiffness hypothesis matters too: a free crystal can be translated without elastic cost, which gives the root $s=0$. The theorem therefore suits a pinned lattice.

**Q:** What remains uncovered?

**A:** The decay theorem concerns single exponential modes. It does not treat general solutions, including the terms $t\,e^{st}v$ that repeated roots can produce, and it gives no common decay rate. Anharmonicity, thermal noise and friction with memory are absent from the model, as are the complex dynamical matrices at general wavevector.

For a finite, harmonic, viscously damped model, the result still offers a check on simulation: a computed root with $\operatorname{Re}s\ge0$ means that an input matrix violates the hypotheses or that the numerics are at fault.
